# Dropping plane waves of positive weight and nonzero wave vector lowers the self term of equal compensation charges and raises their pair energy at some separation

Take two unit charges of equal shape in a one-dimensional cell of unit length, and drop the plane waves with wave numbers 1 and 2 from their interaction energy. At separation R the energy lost is

D(R) = w₁ cos(2πR) + w₂ cos(4πR), with w₁, w₂ > 0.

Moving by R = 1/2 reverses the first wave but brings the second back to its starting value. Moving by 1/4 reverses the second. Using neither shift, either one, or both gives four separations:

D(0) = w₁ + w₂
D(1/2) = −w₁ + w₂
D(1/4) = −w₂
D(3/4) = −w₂

The four values add up to zero and the first is positive, so at least one of the others is negative. At that separation the truncated pair energy is higher than the full one. At R = 0 it is lower. The same cancellation works for any finite number of waves.

In the projector augmented-wave (PAW) method, compensation charges are smooth charges placed on the atoms to give the pseudo density the correct multipole moments. For charges of one fixed shape, and with no response of the electrons, the pair energy can thus err in either direction when waves are dropped. The total with self terms included never rises, as shown below.

## Equal shapes and a finite set of waves

In Lean 4 with Mathlib:

```lean
import Mathlib

open Real

namespace PAWCompensationCharges

noncomputable section

variable {ι V α : Type*} [NormedAddCommGroup V] [InnerProductSpace ℝ V]
```

Let S be a finite set of labels k, each with a wave vector G_k and a real weight w_k. The interaction energy at separation R is

E_S(R) = Σ_{k∈S} w_k cos(G_k·R).

This is `pairEnergy S w G R`. The vectors live in any real inner product space `V`, so no lattice is assumed, and `inner ℝ (G k) R` is G_k·R.

```lean
/-- Interaction energy of two unit compensation charges of equal shape at separation `R`,
summed over the plane waves in `S` with wave vectors `G k` and weights `w k`. -/
def pairEnergy (S : Finset ι) (w : ι → ℝ) (G : ι → V) (R : V) : ℝ :=
  ∑ k ∈ S, w k * cos (inner ℝ (G k) R)
```

Equal shape means that both charges have the same form factor f (the Fourier transform of the charge) at each wave vector g. The product of the two form factors is then |f|², and in Gaussian-type units with cell volume Ω the weight is

4π|f|² / (Ω|g|²).

With this weight, S lists g and −g separately. If only one of each pair is listed, the weight doubles. For two different shapes |f|² would be replaced by a product that can be negative or complex, and the model no longer applies.

```lean
/-- Coulomb weight of a plane wave `g` in a cell of volume `Ω`, for a charge whose form factor
there is `f`; the domain is `Ω ≠ 0`, `g ≠ 0`. -/
def coulombWeight (Ω : ℝ) (f : ℂ) (g : V) : ℝ :=
  4 * π * ‖f‖ ^ 2 / (Ω * ‖g‖ ^ 2)
```

The half-wave displacement of a nonzero g is h = πg/|g|², chosen so that g·h = π.

```lean
/-- The displacement along `g` that advances the phase of the plane wave `g` by half a period;
the domain is `g ≠ 0`. -/
def halfWave (g : V) : V := (π / ‖g‖ ^ 2) • g
```

For charges q_a at positions X_a the total energy is

½ Σ_a Σ_b q_a q_b E_S(X_a − X_b).

The terms with a = b are the self terms, so a unit charge has self-energy ½E_S(0). In a periodic cell this includes the interaction with the charge's own images.

```lean
/-- Electrostatic energy of charges `q a` at positions `X a`, self terms included. -/
def totalEnergy [Fintype α] (S : Finset ι) (w : ι → ℝ) (G : ι → V)
    (q : α → ℝ) (X : α → V) : ℝ :=
  1 / 2 * ∑ a, ∑ b, q a * q b * pairEnergy S w G (X a - X b)
```

## A physical cell, a nonzero form factor and a nonzero wave vector

The later theorems take the weights as given numbers with a sign condition. For Coulomb weights that condition is derived: when Ω > 0, f ≠ 0 and g ≠ 0, every factor in the weight is positive. The proof turns the last two conditions into positive norms, and `positivity` does the rest.

```lean
omit [InnerProductSpace ℝ V] in
/-- The Coulomb weight is positive for a nonzero wave vector, a positive cell volume and a
nonzero form factor. -/
theorem coulombWeight_pos {Ω : ℝ} {f : ℂ} {g : V} (hΩ : 0 < Ω) (hf : f ≠ 0) (hg : g ≠ 0) :
    0 < coulombWeight Ω f g := by
  have h1 : 0 < ‖f‖ := norm_pos_iff.mpr hf
  have h2 : 0 < ‖g‖ := norm_pos_iff.mpr hg
  unfold coulombWeight
  positivity
```

If f vanishes at some wave vector, the weight there is zero and dropping that wave changes nothing.

## The dropped waves belong to the original sum

The hypothesis `K ⊆ S` says that the truncation removes waves that were present. Splitting the sum over S into kept and dropped waves gives

E_S(R) − E_{S∖K}(R) = Σ_{k∈K} w_k cos(G_k·R) = E_K(R).

Write D for E_K. `Finset.sum_sdiff` performs the split.

```lean
/-- The change of the pair energy on dropping the waves `K` from `S` is the sum over the
dropped waves. -/
theorem truncation_error [DecidableEq ι] {S K : Finset ι} (w : ι → ℝ) (G : ι → V)
    (h : K ⊆ S) (R : V) :
    pairEnergy S w G R - pairEnergy (S \ K) w G R = pairEnergy K w G R := by
  have := Finset.sum_sdiff h (f := fun k => w k * cos (inner ℝ (G k) R))
  unfold pairEnergy
  linarith
```

Without the inclusion, only the waves common to K and S are removed. If there are none, the energy does not change, whatever D is.

## Positive weights

A positive weight means that the wave contributes a positive amount to the energy of a charge with itself, as a Coulomb repulsion does. By hand this enters twice. First, cos(G_k·R) ≤ 1 can be multiplied by w_k ≥ 0 and summed:

D(R) ≤ Σ_{k∈K} w_k = D(0).

The proof does this term by term with `Finset.sum_le_sum`, and nonnegative weights are enough.

```lean
/-- For nonnegative weights the pair energy is largest at zero separation. -/
theorem pairEnergy_le_self {K : Finset ι} {w : ι → ℝ} (G : ι → V)
    (hw : ∀ k ∈ K, 0 ≤ w k) (R : V) : pairEnergy K w G R ≤ pairEnergy K w G 0 := by
  unfold pairEnergy
  refine Finset.sum_le_sum fun k hk => ?_
  rw [inner_zero_right, cos_zero]
  exact mul_le_mul_of_nonneg_left (cos_le_one _) (hw k hk)
```

Second, D(0) is a sum of positive numbers over a nonempty set, hence positive.

```lean
/-- For a nonempty set of waves with positive weights the energy at zero separation is
positive. -/
theorem pairEnergy_self_pos {K : Finset ι} {w : ι → ℝ} (G : ι → V) (hK : K.Nonempty)
    (hw : ∀ k ∈ K, 0 < w k) : 0 < pairEnergy K w G 0 := by
  unfold pairEnergy
  refine Finset.sum_pos (fun k hk => ?_) hK
  rw [inner_zero_right, cos_zero, mul_one]
  exact hw k hk
```

If K consists of one wave, with nonzero wave vector and negative weight, both statements fail: D(0) is negative, and D is larger half a wave away. Nonnegative weights alone do not give the strict inequality, since D vanishes everywhere if all weights on K are zero. One positive weight among nonnegative ones would do, because waves of zero weight can be removed from K first.

## Nonzero wave vectors

The term with G = 0 is the average of the potential. It is normally left out of a periodic Coulomb sum, where a neutral cell or a uniform background takes care of it. The hypothesis `hG` says that no such constant term is among the dropped waves. It is needed only for the negative value of D.

Let h_k = πG_k/|G_k|², and for each subset s of K let

R_s = Σ_{j∈s} h_j.

Fix one wave k. The subsets of K come in pairs, s without k and s ∪ {k} with it, and

cos(G_k·(R_s + h_k)) = cos(G_k·R_s + π) = −cos(G_k·R_s).

Each pair cancels, whatever the other shifts in s do to the phase. Summing over the pairs and then over k gives

Σ_{s⊆K} D(R_s) = 0.

In the proof, `Finset.sum_comm` puts the sum over waves outside and `hpi` is the identity G_k·h_k = π, where `hG` is used. `Finset.sum_powerset_insert` forms the pairs and `cos_add_pi` changes the sign.

```lean
/-- For nonzero wave vectors, the pair energies at all separations built from half-wave
displacements, one for each subset of the waves, add up to zero. -/
theorem sum_halfWave_shifts {K : Finset ι} (w : ι → ℝ) {G : ι → V}
    (hG : ∀ k ∈ K, G k ≠ 0) :
    ∑ s ∈ K.powerset, pairEnergy K w G (∑ k ∈ s, halfWave (G k)) = 0 := by
  classical
  unfold pairEnergy
  rw [Finset.sum_comm]
  refine Finset.sum_eq_zero fun k hk => ?_
  have hpi : inner ℝ (G k) (halfWave (G k)) = π := by
    have h : ‖G k‖ ≠ 0 := norm_ne_zero_iff.mpr (hG k hk)
    rw [halfWave, inner_smul_right, real_inner_self_eq_norm_sq]
    field_simp
  -- subsets with and without `k` cancel in pairs
  rw [← Finset.insert_erase hk, Finset.sum_powerset_insert (Finset.notMem_erase k K),
    ← Finset.sum_add_distrib]
  refine Finset.sum_eq_zero fun s hs => ?_
  have hks : k ∉ s := fun h => Finset.notMem_erase k K (Finset.mem_powerset.mp hs h)
  rw [Finset.sum_insert hks, inner_add_right, hpi, add_comm π, cos_add_pi]
  ring
```

If K consists of one wave with G = 0 and positive weight, D is a positive constant and is never negative.

## At least one wave is dropped

That K is nonempty says that a truncation takes place. The empty subset gives R_s = 0 and contributes D(0) > 0 to a sum that vanishes, so some other term is negative. The proof runs this as a contradiction: if D were nowhere negative, `Finset.single_le_sum` would bound D(0) by the whole sum, which is zero.

```lean
/-- A nonempty finite set of waves with positive weights and nonzero wave vectors has a
negative pair energy at some separation. -/
theorem exists_pairEnergy_neg {K : Finset ι} {w : ι → ℝ} {G : ι → V} (hK : K.Nonempty)
    (hw : ∀ k ∈ K, 0 < w k) (hG : ∀ k ∈ K, G k ≠ 0) : ∃ R, pairEnergy K w G R < 0 := by
  by_contra! h
  -- the empty subset contributes the positive self term to a vanishing sum
  have h0 := Finset.single_le_sum
    (f := fun s => pairEnergy K w G (∑ k ∈ s, halfWave (G k))) (s := K.powerset)
    (fun s _ => h _) (Finset.empty_mem_powerset K)
  simp only [Finset.sum_empty] at h0
  rw [sum_halfWave_shifts w hG] at h0
  linarith [pairEnergy_self_pos G hK hw]
```

For empty K, D is zero everywhere and both strict inequalities fail.

The same sum also guarantees a size for the negative value, though D may go lower. With n waves in K there are 2ⁿ − 1 nonempty subsets, and their terms add up to −D(0), so by averaging some separation satisfies

D(R) ≤ −D(0)/(2ⁿ − 1).

For n = 1 this is the full reversal, D(R) = −D(0).

## The effect of truncation on self and pair terms

With all four hypotheses in place, the results for D become statements about the energies before and after truncation:

1. E_{S∖K}(0) < E_S(0), so the self term falls.
2. E_S(R) − E_{S∖K}(R) ≤ E_S(0) − E_{S∖K}(0) for every R, so no pair energy falls by more than the self terms of the two charges together.
3. E_S(R) < E_{S∖K}(R) for some R, so the pair energy rises there.

```lean
/-- Dropping a nonempty set of waves with positive weights and nonzero wave vectors lowers the self
term (half the pair energy at zero separation), lowers no pair energy by more than twice the fall of
the self term, and raises the pair energy at some separation. -/
theorem truncation_lowers_self_raises_pair [DecidableEq ι] {S K : Finset ι} {w : ι → ℝ}
    {G : ι → V} (hKS : K ⊆ S) (hK : K.Nonempty) (hw : ∀ k ∈ K, 0 < w k)
    (hG : ∀ k ∈ K, G k ≠ 0) :
    pairEnergy (S \ K) w G 0 < pairEnergy S w G 0 ∧
    (∀ R, pairEnergy S w G R - pairEnergy (S \ K) w G R ≤
      pairEnergy S w G 0 - pairEnergy (S \ K) w G 0) ∧
    ∃ R, pairEnergy S w G R < pairEnergy (S \ K) w G R := by
  refine ⟨?_, fun R => ?_, ?_⟩
  · linarith [truncation_error w G hKS 0, pairEnergy_self_pos G hK hw]
  · rw [truncation_error w G hKS, truncation_error w G hKS]
    exact pairEnergy_le_self G (fun k hk => (hw k hk).le) R
  · obtain ⟨R, hR⟩ := exists_pairEnergy_neg hK hw hG
    exact ⟨R, by linarith [truncation_error w G hKS R]⟩
```

Each part combines `truncation_error` with one of the facts about D. Only the weights and wave vectors on K are restricted; the kept waves may have any weights. The theorem does not say at which separations the pair energy rises, and these need not be separations that occur between atoms in a given crystal.

## Self terms included in the total

For many charges the errors in self and pair terms combine, and their sum has a definite sign. Expanding the cosine of a difference,

cos(G_k·(X_a − X_b)) = cos(G_k·X_a) cos(G_k·X_b) + sin(G_k·X_a) sin(G_k·X_b),

and summing over a and b with the factor q_a q_b gives

½ Σ_{k∈K} w_k [(Σ_a q_a cos(G_k·X_a))² + (Σ_a q_a sin(G_k·X_a))²]

for the total energy of the waves in K. The bracket is the squared modulus of the structure factor Σ_a q_a exp(−iG_k·X_a). In the proof, `key` is the expansion for one wave, and the remaining steps exchange the order of summation.

```lean
/-- The total energy is a weighted sum of squared moduli of the structure factor. -/
theorem totalEnergy_eq_structureFactor [Fintype α] (K : Finset ι) (w : ι → ℝ) (G : ι → V)
    (q : α → ℝ) (X : α → V) :
    totalEnergy K w G q X = 1 / 2 * ∑ k ∈ K, w k *
      ((∑ a, q a * cos (inner ℝ (G k) (X a))) ^ 2 +
        (∑ a, q a * sin (inner ℝ (G k) (X a))) ^ 2) := by
  have key : ∀ k, (∑ a, q a * cos (inner ℝ (G k) (X a))) ^ 2 +
      (∑ a, q a * sin (inner ℝ (G k) (X a))) ^ 2 =
      ∑ a, ∑ b, q a * q b * cos (inner ℝ (G k) (X a - X b)) := by
    intro k
    rw [sq, sq, Finset.sum_mul_sum, Finset.sum_mul_sum, ← Finset.sum_add_distrib]
    refine Finset.sum_congr rfl fun a _ => ?_
    rw [← Finset.sum_add_distrib]
    refine Finset.sum_congr rfl fun b _ => ?_
    rw [inner_sub_right, cos_sub]
    ring
  unfold totalEnergy pairEnergy
  simp_rw [key, Finset.mul_sum]
  -- exchange the sums over waves and over charges
  symm
  refine Finset.sum_comm.trans (Finset.sum_congr rfl fun a _ => ?_)
  refine Finset.sum_comm.trans (Finset.sum_congr rfl fun b _ => ?_)
  exact Finset.sum_congr rfl fun k _ => by ring
```

If the weights on K are nonnegative, this energy is nonnegative, and it is exactly what truncation removes. The charges may have either sign, K may be empty, and zero wave vectors are allowed. In the proof, `hsplit` separates kept from dropped waves and `hpos` supplies the sign.

```lean
/-- Dropping waves with nonnegative weights never raises the total energy, self terms included,
of any arrangement of charges of either sign. -/
theorem truncation_total_le [DecidableEq ι] [Fintype α] {S K : Finset ι} {w : ι → ℝ}
    (G : ι → V) (hKS : K ⊆ S) (hw : ∀ k ∈ K, 0 ≤ w k) (q : α → ℝ) (X : α → V) :
    totalEnergy (S \ K) w G q X ≤ totalEnergy S w G q X := by
  have hsplit : totalEnergy S w G q X =
      totalEnergy (S \ K) w G q X + totalEnergy K w G q X := by
    unfold totalEnergy
    rw [← mul_add, ← Finset.sum_add_distrib]
    congr 1
    refine Finset.sum_congr rfl fun a _ => ?_
    rw [← Finset.sum_add_distrib]
    refine Finset.sum_congr rfl fun b _ => ?_
    rw [← truncation_error w G hKS (X a - X b)]
    ring
  have hpos : 0 ≤ totalEnergy K w G q X := by
    rw [totalEnergy_eq_structureFactor]
    exact mul_nonneg (by norm_num)
      (Finset.sum_nonneg fun k hk => mul_nonneg (hw k hk) (by positivity))
  linarith
```

The self terms have to be counted. For two unit charges the pair term alone can rise, but the total falls by D(0) + D(R), which is never negative. A single nonzero charge and one dropped wave of negative weight show that the sign condition matters too, since the total then rises.

With this formula the model energy can be computed without the double sum over atoms. For each nonzero G below a cutoff, one adds up the phase factors multiplied by the charges, takes the squared modulus and multiplies by half the weight; the results are then summed over G. A full PAW calculation also includes the pseudo density and higher multipoles, which this model leaves out. Gaussian charges of standard deviation σ have the form factor exp(−σ²|G|²/2), so the weight is

4π exp(−σ²|G|²) / (Ω|G|²).

Lowering the cutoff removes the outer shells of G, and these form K. Their weights are all positive, so the electrostatic energy of the fixed Gaussian charges cannot rise. The energy removed has a part ½D(0) Σ_a q_a² that stays the same when the atoms move in a fixed cell with a fixed set of waves, and a pair part that depends on their relative positions.

## Positive integer wave numbers in one dimension

In a cell of unit length the wave vectors are 2πk. Listing only positive integers k puts the waves k and −k into one cosine, with their weights combined in w_k. The hypothesis `hk` excludes k = 0 and thereby supplies the nonzero wave vectors. The bound by Σ_{k∈K} w_k and the positivity of that sum are proved directly, and the negative value comes from `exists_pairEnergy_neg` with the real line as `V`.

```lean
/-- In a one-dimensional cell of unit length, a nonempty finite cosine sum with positive
integer wave numbers and positive weights is bounded by its value `∑ w k` at the origin, which
is positive, and is negative at some separation. -/
theorem dropped_waves_one_dim {K : Finset ℕ} {w : ℕ → ℝ} (hK : K.Nonempty)
    (hk : ∀ k ∈ K, 0 < k) (hw : ∀ k ∈ K, 0 < w k) :
    (∀ R : ℝ, ∑ k ∈ K, w k * cos (2 * π * k * R) ≤ ∑ k ∈ K, w k) ∧
    0 < ∑ k ∈ K, w k ∧ ∃ R : ℝ, ∑ k ∈ K, w k * cos (2 * π * k * R) < 0 := by
  have hi : ∀ x y : ℝ, inner ℝ x y = x * y := fun x y => by simp [mul_comm]
  refine ⟨fun R => ?_, Finset.sum_pos hw hK, ?_⟩
  · exact Finset.sum_le_sum fun k hk' =>
      mul_le_of_le_one_right (hw k hk').le (cos_le_one _)
  · have hG : ∀ k ∈ K, (fun k : ℕ => 2 * π * (k : ℝ)) k ≠ 0 := by
      intro k hk'
      have h : (0 : ℝ) < k := Nat.cast_pos.mpr (hk k hk')
      have h2 : 0 < 2 * π * (k : ℝ) := by positivity
      exact h2.ne'
    obtain ⟨R, hR⟩ := exists_pairEnergy_neg hK hw hG
    refine ⟨R, ?_⟩
    simpa only [pairEnergy, hi] using hR

end

end PAWCompensationCharges
```

```lean
#print axioms PAWCompensationCharges.coulombWeight_pos
-- 'PAWCompensationCharges.coulombWeight_pos' depends on axioms: [propext, Classical.choice, Quot.sound]
#print axioms PAWCompensationCharges.truncation_lowers_self_raises_pair
-- 'PAWCompensationCharges.truncation_lowers_self_raises_pair' depends on axioms: [propext, Classical.choice, Quot.sound]
#print axioms PAWCompensationCharges.truncation_total_le
-- 'PAWCompensationCharges.truncation_total_le' depends on axioms: [propext, Classical.choice, Quot.sound]
#print axioms PAWCompensationCharges.dropped_waves_one_dim
-- 'PAWCompensationCharges.dropped_waves_one_dim' depends on axioms: [propext, Classical.choice, Quot.sound]
```
